# For a bond with negative cubic constant, a small constant error force that shortens it also stiffens it

**Q.** Before I argue about the physics, what are the objects and sign conventions?

**A.** There is one coordinate, the bond length $r$, and a reference potential $V(r)$. An approximate method has the surface $V(r)+sE(r)$, where $E$ is an error potential and the real number $s$ scales it. Primes on $V$ and $E$ are derivatives in $r$. At the reference geometry $x_0$, the force constant is $k=V''(x_0)$ and the cubic constant is $V'''(x_0)$. For $E(r)=r$ the error adds $s$ to the gradient, so for $s>0$ it is a constant force of size $s$ pushing the atoms together.

```lean
import Mathlib

open Filter Topology

namespace BondErrorStiffening

noncomputable section
```

The force constant and the cubic constant are iterated derivatives, without mass weighting.

```lean
/-- The force constant of a potential at bond length `r`: its second derivative. -/
def forceConstant (V : ℝ → ℝ) (r : ℝ) : ℝ := deriv (deriv V) r

/-- The cubic anharmonic constant of a potential at bond length `r`: its third derivative. -/
def cubicConstant (V : ℝ → ℝ) (r : ℝ) : ℝ := deriv (deriv (deriv V)) r

/-- The surface of an approximate method: the reference potential `V` plus `s` times an
error potential `E`. -/
def surface (V E : ℝ → ℝ) (s r : ℝ) : ℝ := V r + s * E r
```

**Q.** And the geometry that the approximate method would find?

**A.** It is a path $x(s)$ with $x(0)=x_0$ that sits at a stationary point of the approximate surface for every $s$ in some interval around zero. That is what `∀ᶠ s in 𝓝 (0 : ℝ)` says. The interval contains $s=0$, so $V'(x_0)=0$ is included.

```lean
/-- The path `x` starts at `x0` and, for all small `s`, follows a stationary point of the
approximate surface. -/
def IsStationaryPath (V E : ℝ → ℝ) (x0 : ℝ) (x : ℝ → ℝ) : Prop :=
  x 0 = x0 ∧ ∀ᶠ s in 𝓝 (0 : ℝ), deriv (surface V E s) (x s) = 0
```

**Q.** Show me the derivation before the code.

**A.** Stationarity reads
$$V'(x(s))+sE'(x(s))=0.$$
Differentiate at $s=0$. The chain rule gives $k\,x'(0)$ from the first term. The product rule gives $E'(x_0)$ from the second, since its other part carries the factor $s=0$. Hence
$$k\,x'(0)+E'(x_0)=0,\qquad x'(0)=-\frac{E'(x_0)}{k}.$$
The force constant of the approximate surface at its own geometry is $K(s)=V''(x(s))+sE''(x(s))$. The same two rules give
$$K'(0)=V'''(x_0)\,x'(0)+E''(x_0)=E''(x_0)-\frac{V'''(x_0)E'(x_0)}{k}.$$
For $E(r)=r$ we have $E'=1$ and $E''=0$, so $x'(0)=-1/k$ and $K'(0)=-V'''(x_0)/k$.

**Q.** Real potentials blow up at short range. How much smoothness do you assume?

**A.** Only `ContDiffAt ℝ 3 V x0`: three continuous derivatives near $x_0$, and the same for $E$. The first lemma says that each differentiation costs one order; the second uses it to supply the three derivatives.

```lean
/-- The derivative of a potential that is `n` times continuously differentiable near `r` is
`m` times continuously differentiable there, if `m + 1 ≤ n`. -/
theorem contDiffAt_gradient {V : ℝ → ℝ} {r : ℝ} {m n : WithTop ℕ∞}
    (hV : ContDiffAt ℝ n V r) (hmn : m + 1 ≤ n) : ContDiffAt ℝ m (deriv V) r := by
  have h : ContDiffAt ℝ m (fun y => fderiv ℝ V y 1) r :=
    (hV.fderiv_right hmn).clm_apply contDiffAt_const
  exact h

/-- A potential three times continuously differentiable near `r` has there a gradient, a force
constant and a cubic constant, each the derivative of the one before. -/
theorem hasDerivAt_three {V : ℝ → ℝ} {r : ℝ} (hV : ContDiffAt ℝ 3 V r) :
    HasDerivAt V (deriv V r) r ∧ HasDerivAt (deriv V) (forceConstant V r) r ∧
      HasDerivAt (forceConstant V) (cubicConstant V r) r := by
  have h2 : ContDiffAt ℝ 2 (deriv V) r := contDiffAt_gradient hV (by norm_num)
  have h1 : ContDiffAt ℝ 1 (deriv (deriv V)) r := contDiffAt_gradient h2 (by norm_num)
  exact ⟨(hV.differentiableAt (by norm_num)).hasDerivAt,
    (h2.differentiableAt (by norm_num)).hasDerivAt,
    (h1.differentiableAt (by norm_num)).hasDerivAt⟩
```

**Q.** You split the gradient and curvature of $V+sE$ into two parts. Is that proved too?

**A.** Yes. The gradient formula is shown at every point near $r$ (`near`), because an equality at a single point could not be differentiated again to reach the force constant.

```lean
/-- Where both potentials are three times continuously differentiable, the gradient and the
force constant of the approximate surface are those of `V` plus `s` times those of `E`. -/
theorem surface_derivatives {V E : ℝ → ℝ} {r : ℝ} (s : ℝ)
    (hV : ContDiffAt ℝ 3 V r) (hE : ContDiffAt ℝ 3 E r) :
    deriv (surface V E s) r = deriv V r + s * deriv E r ∧
      forceConstant (surface V E s) r = forceConstant V r + s * forceConstant E r := by
  have grad : ∀ y, ContDiffAt ℝ 3 V y → ContDiffAt ℝ 3 E y →
      deriv (surface V E s) y = deriv V y + s * deriv E y := fun y h1 h2 =>
    ((hasDerivAt_three h1).1.fun_add ((hasDerivAt_three h2).1.const_mul s)).deriv
  refine ⟨grad r hV hE, ?_⟩
  -- the gradient formula holds in a neighbourhood, so it may be differentiated again
  have near : deriv (surface V E s) =ᶠ[𝓝 r] fun y => deriv V y + s * deriv E y := by
    filter_upwards [hV.eventually (by simp), hE.eventually (by simp)] with y h1 h2
    exact grad y h1 h2
  have h := near.deriv_eq
  rw [((hasDerivAt_three hV).2.1.fun_add ((hasDerivAt_three hE).2.1.const_mul s)).deriv] at h
  exact h
```

**Q.** Where does the geometry shift appear?

**A.** In the next theorem. `hsum` is the derivative of the total gradient along the path, and `hzero` says that this gradient vanishes for small $s$. A function has only one derivative at a point, so the two are equated in `key` and solved for $x'(0)$. Lean's `deriv` is zero where no derivative exists, but continuity of the path keeps $x(s)$ in the smooth region, so stationarity there is genuine.

```lean
/-- Geometry shift: let `V` and `E` be three times continuously differentiable near `x0`, with
positive force constant of `V` at `x0`. A path of stationary points that starts at `x0` and is
differentiable at `s = 0` has there the derivative minus error gradient over force constant. -/
theorem geometry_shift {V E x : ℝ → ℝ} {x0 : ℝ}
    (hV : ContDiffAt ℝ 3 V x0) (hE : ContDiffAt ℝ 3 E x0) (hk : 0 < forceConstant V x0)
    (hx : DifferentiableAt ℝ x 0) (hpath : IsStationaryPath V E x0 x) :
    HasDerivAt x (-deriv E x0 / forceConstant V x0) 0 := by
  obtain ⟨h0, hs⟩ := hpath
  subst h0
  have hsum : HasDerivAt (fun s => deriv V (x s) + s * deriv E (x s))
      (forceConstant V (x 0) * deriv x 0 +
        (1 * deriv E (x 0) + 0 * (forceConstant E (x 0) * deriv x 0))) 0 :=
    ((hasDerivAt_three hV).2.1.comp 0 hx.hasDerivAt).fun_add
      ((hasDerivAt_id' (0 : ℝ)).fun_mul ((hasDerivAt_three hE).2.1.comp 0 hx.hasDerivAt))
  -- the total gradient vanishes along the path, hence so does its derivative
  have hzero : (fun s => deriv V (x s) + s * deriv E (x s)) =ᶠ[𝓝 0] fun _ => (0 : ℝ) := by
    filter_upwards [hs, hx.continuousAt.eventually (hV.eventually (by simp)),
      hx.continuousAt.eventually (hE.eventually (by simp))] with s h1 h2 h3
    rw [← (surface_derivatives s h2 h3).1]
    exact h1
  have key := hsum.unique ((hasDerivAt_const (0 : ℝ) (0 : ℝ)).congr_of_eventuallyEq hzero)
  refine hx.hasDerivAt.congr_deriv ?_
  rw [eq_div_iff hk.ne']
  linarith
```

The force constant follows by putting this $x'(0)$ into the chain rule for $V''$.

```lean
/-- Force-constant shift: let `V` and `E` be three times continuously differentiable near `x0`, with
positive force constant of `V` at `x0`, and let a path of stationary points start at `x0` and be
differentiable at `s = 0`. The force constant of the approximate surface along the path then has at
`s = 0` the derivative: curvature of the error, minus the cubic constant times the error gradient
over the force constant. -/
theorem forceConstant_shift {V E x : ℝ → ℝ} {x0 : ℝ}
    (hV : ContDiffAt ℝ 3 V x0) (hE : ContDiffAt ℝ 3 E x0) (hk : 0 < forceConstant V x0)
    (hx : DifferentiableAt ℝ x 0) (hpath : IsStationaryPath V E x0 x) :
    HasDerivAt (fun s => forceConstant (surface V E s) (x s))
      (forceConstant E x0 - cubicConstant V x0 * deriv E x0 / forceConstant V x0) 0 := by
  have hx' := geometry_shift hV hE hk hx hpath
  obtain ⟨h0, -⟩ := hpath
  subst h0
  have hsum := ((hasDerivAt_three hV).2.2.comp 0 hx').fun_add
    ((hasDerivAt_id' (0 : ℝ)).fun_mul ((hasDerivAt_three hE).2.2.comp 0 hx'))
  have heq : (fun s => forceConstant (surface V E s) (x s)) =ᶠ[𝓝 0]
      fun s => (forceConstant V ∘ x) s + s * (forceConstant E ∘ x) s := by
    filter_upwards [hx.continuousAt.eventually (hV.eventually (by simp)),
      hx.continuousAt.eventually (hE.eventually (by simp))] with s h2 h3
    exact (surface_derivatives s h2 h3).2
  refine (hsum.congr_of_eventuallyEq heq).congr_deriv ?_
  simp only [Function.comp_apply]
  ring
```

**Q.** So an error that shortens the bond need not stiffen it?

**A.** Right: the error's own curvature $E''(x_0)$ can outweigh the anharmonic term. The clean rule belongs to the constant force, where the approximate surface and $V$ have the same curvature at any given length. The next theorem therefore speaks of $V''(x(s))$ directly. Its proof sets $E(r)=r$ in the geometry shift.

```lean
/-- Constant error force: let `V` be three times continuously differentiable near `x0`, with
positive force constant `k` there, and let `x` be differentiable at `s = 0` with `x(0) = x0`. If
`V'(x(s)) + s = 0` for all small `s`, then `x'(0) = -1/k` and `V''(x(s))` has derivative
`-V'''(x0)/k` at `s = 0`. -/
theorem constant_force_shift {V x : ℝ → ℝ} {x0 : ℝ}
    (hV : ContDiffAt ℝ 3 V x0) (hk : 0 < forceConstant V x0)
    (hx : DifferentiableAt ℝ x 0) (h0 : x 0 = x0)
    (hs : ∀ᶠ s in 𝓝 (0 : ℝ), deriv V (x s) + s = 0) :
    HasDerivAt x (-1 / forceConstant V x0) 0 ∧
      HasDerivAt (fun s => forceConstant V (x s))
        (-cubicConstant V x0 / forceConstant V x0) 0 := by
  subst h0
  have hpath : IsStationaryPath V (fun r => r) (x 0) x := by
    refine ⟨rfl, ?_⟩
    filter_upwards [hs, hx.continuousAt.eventually (hV.eventually (by simp))] with s h1 h2
    rw [(surface_derivatives (E := fun r => r) s h2 contDiffAt_id).1,
      (hasDerivAt_id' (x s)).deriv, mul_one]
    exact h1
  have hx' := geometry_shift (E := fun r => r) hV contDiffAt_id hk hx hpath
  rw [(hasDerivAt_id' (x 0)).deriv] at hx'
  exact ⟨hx', ((hasDerivAt_three hV).2.2.comp 0 hx').congr_deriv (by ring)⟩
```

**Q.** A derivative is not yet a shorter, stiffer bond.

**A.** If $f'(0)>0$, the quotient $(f(s)-f(0))/s$ is positive for small $s\neq0$. Multiplying by $s>0$ gives $f(s)>f(0)$.

```lean
/-- A quantity with positive derivative at `s = 0` exceeds its initial value for all
sufficiently small `s > 0`. -/
theorem eventually_increases {f : ℝ → ℝ} {c : ℝ} (hf : HasDerivAt f c 0) (hc : 0 < c) :
    ∀ᶠ s in 𝓝[>] (0 : ℝ), f 0 < f s := by
  have h := (hasDerivAt_iff_tendsto_slope.1 hf).eventually (lt_mem_nhds hc)
  have hle : 𝓝[>] (0 : ℝ) ≤ 𝓝[≠] 0 := nhdsWithin_mono _ fun s hs => ne_of_gt hs
  filter_upwards [hle h, self_mem_nhdsWithin] with s h1 h2
  have hpos : 0 < s := h2
  rw [slope_def_field, sub_zero] at h1
  have h3 := mul_pos h1 hpos
  rw [div_mul_cancel₀ _ hpos.ne'] at h3
  linarith
```

Apply this to $-x(s)$ and to $V''(x(s))$. The condition $V'''(x_0)<0$ says that the bond softens on stretching and hardens on compression. The filter `𝓝[>] (0 : ℝ)` means all sufficiently small $s>0$; the theorem does not say how small.

```lean
/-- Shorter and stiffer: let `V` be three times continuously differentiable near `x0`, with positive
force constant and negative cubic constant there. Let `x` be differentiable at `s = 0`, with
`x(0) = x0` and `V'(x(s)) + s = 0` for all small `s`. Then for every sufficiently small `s > 0` the
bond length `x(s)` is below `x0` and `V''(x(s))` is above `V''(x0)`. -/
theorem shorter_and_stiffer {V x : ℝ → ℝ} {x0 : ℝ}
    (hV : ContDiffAt ℝ 3 V x0) (hk : 0 < forceConstant V x0) (hc : cubicConstant V x0 < 0)
    (hx : DifferentiableAt ℝ x 0) (h0 : x 0 = x0)
    (hs : ∀ᶠ s in 𝓝 (0 : ℝ), deriv V (x s) + s = 0) :
    ∀ᶠ s in 𝓝[>] (0 : ℝ), x s < x0 ∧ forceConstant V x0 < forceConstant V (x s) := by
  obtain ⟨h1, h2⟩ := constant_force_shift hV hk hx h0 hs
  have hneg : 0 < -(-1 / forceConstant V x0) := by
    rw [neg_div, neg_neg]
    positivity
  filter_upwards [eventually_increases h1.fun_neg hneg,
    eventually_increases h2 (div_pos (neg_pos.2 hc) hk)] with s h3 h4
  rw [h0] at h3 h4
  exact ⟨by linarith, h4⟩
```

**Q.** Give me numbers.

**A.** Measure $r$ from equilibrium, so $x_0=0$, and take $V(r)=r^2/2-r^3/3$ in arbitrary units. Then $V'(r)=r-r^2$, $k=1$ and $V'''=-2$, so the predicted slopes are $-1$ for the length and $+2$ for the force constant. At $s=0.11$ the displaced geometry is $x=-0.1$, since $V'(-0.1)=-0.11$. The force constant there is $1-2x=1.2$. The linear estimates are $-0.11$ and $1.22$.

**Q.** Why insist that $x$ be differentiable at $s=0$?

**A.** Without at least continuity there, the conclusion can fail. In the same potential, set $x(0)=0$ but $x(s)=\tfrac12\left(1+\sqrt{1+4s}\right)$ for small $s\neq0$. Every point solves $V'(x(s))+s=0$, yet for $s>0$ the bond is longer and $V''(x(s))=-\sqrt{1+4s}$ is below $k$. The path has jumped to another stationary point.

**Q.** Then does a well-behaved path exist at all?

**A.** For the constant force, yes, whenever $V'(x_0)=0$ and $k>0$. Since $V''(x_0)\neq0$, the inverse function theorem gives a local inverse $g$ of $V'$, differentiable at $0$ with $g(0)=x_0$. Then $x(s)=g(-s)$ solves $V'(x(s))=-s$. For a general $E$ the path is assumed.

```lean
/-- Existence of the displaced geometries: if `V` is three times continuously differentiable near a
stationary point `x0` with positive force constant, some path `x(s)`, differentiable at `s = 0`,
starts at `x0` and solves `V'(x(s)) + s = 0` for all small `s`. -/
theorem exists_displaced_geometry {V : ℝ → ℝ} {x0 : ℝ}
    (hV : ContDiffAt ℝ 3 V x0) (hstat : deriv V x0 = 0) (hk : 0 < forceConstant V x0) :
    ∃ x : ℝ → ℝ, DifferentiableAt ℝ x 0 ∧ x 0 = x0 ∧
      ∀ᶠ s in 𝓝 (0 : ℝ), deriv V (x s) + s = 0 := by
  have h2 : ContDiffAt ℝ 2 (deriv V) x0 := contDiffAt_gradient hV (by norm_num)
  have hF := (h2.hasStrictDerivAt (by norm_num)).hasStrictFDerivAt_equiv hk.ne'
  -- invert the gradient near the stationary point
  obtain ⟨g, hg0, hgd, hgr⟩ : ∃ g : ℝ → ℝ, g (deriv V x0) = x0 ∧
      DifferentiableAt ℝ g (deriv V x0) ∧ ∀ᶠ y in 𝓝 (deriv V x0), deriv V (g y) = y :=
    ⟨hF.localInverse _ _ _, hF.localInverse_apply_image,
      hF.to_localInverse.hasFDerivAt.differentiableAt, hF.eventually_right_inverse⟩
  rw [hstat] at hg0 hgd hgr
  have hneg : Tendsto (fun s : ℝ => -s) (𝓝 0) (𝓝 0) := continuous_neg.tendsto' 0 0 neg_zero
  refine ⟨fun s => g (-s), ?_, by simpa using hg0, ?_⟩
  · have hgd' : HasDerivAt g (deriv g 0) (-(0 : ℝ)) := by
      rw [neg_zero]
      exact hgd.hasDerivAt
    exact (hgd'.comp 0 (hasDerivAt_id' (0 : ℝ)).fun_neg).differentiableAt
  · filter_upwards [hneg.eventually hgr] with s h
    rw [h]
    ring

end

end BondErrorStiffening
```

```lean
#print axioms BondErrorStiffening.forceConstant_shift
-- 'BondErrorStiffening.forceConstant_shift' depends on axioms: [propext, Classical.choice, Quot.sound]
#print axioms BondErrorStiffening.shorter_and_stiffer
-- 'BondErrorStiffening.shorter_and_stiffer' depends on axioms: [propext, Classical.choice, Quot.sound]
#print axioms BondErrorStiffening.exists_displaced_geometry
-- 'BondErrorStiffening.exists_displaced_geometry' depends on axioms: [propext, Classical.choice, Quot.sound]
```

**Q.** What does this tell me about choosing a level of theory?

**A.** For a single bond coordinate and a small smooth error, it shows to first order how a cheaper method's gradient error enters the harmonic force constant through the geometry. Coupled modes of a polyatomic molecule would need a matrix version.
